# The static density response matrix of a nondegenerate ground state is negative semidefinite

A particle hops between neighbouring sites of a three-site chain, all with the same site energy, and occupies the middle one of its three levels. Raise the energy of an end site slightly, and to first order the density changes nowhere. Anyone who tries to recover the potential from the density response finds nothing to work with, although the potential is not constant. In a nondegenerate ground state such a silent potential is possible only if the state is an eigenvector of the perturbation. For one particle on a finite lattice, this means that the potential is constant wherever the particle can be found.

## Response as a sum over excited states

Let $\psi_k$ be a finite orthonormal basis of eigenstates of the unperturbed Hamiltonian, with energies $\varepsilon_k$, and let $g$ label the ground state, so that $\varepsilon_g<\varepsilon_k$ for every $k\neq g$. Let $n_i$ be symmetric (Hermitian) density operators. A real potential $v$ adds $V=\sum_i v_i n_i$ to the Hamiltonian. To first order the ground state changes by

$$\delta\psi=\sum_{k\neq g}\frac{\langle\psi_k,V\psi_g\rangle}{\varepsilon_g-\varepsilon_k}\,\psi_k ,$$

and the density by $2\,\mathrm{Re}\langle\psi_g,n_i\,\delta\psi\rangle=\sum_j\chi_{ij}v_j$, where

$$\chi_{ij}=2\sum_{k\neq g}\frac{\mathrm{Re}\big[\langle\psi_g,n_i\psi_k\rangle\langle\psi_k,n_j\psi_g\rangle\big]}{\varepsilon_g-\varepsilon_k}.$$

**Symmetry.** Write $a_i^k=\langle\psi_k,n_i\psi_g\rangle$. Since $n_i$ is symmetric, $\langle\psi_g,n_i\psi_k\rangle=\overline{a_i^k}$, and the numerator is $\mathrm{Re}[\overline{a_i^k}a_j^k]$. Exchanging $i$ and $j$ conjugates the product and leaves its real part unchanged, so $\chi_{ij}=\chi_{ji}$.

**Sign.** Let $A_k=\langle\psi_k,V\psi_g\rangle=\sum_i v_i a_i^k$. Because $v$ is real, $\sum_{ij}v_iv_j\,\mathrm{Re}[\overline{a_i^k}a_j^k]=|A_k|^2$, and therefore

$$v\cdot\chi v=-2\sum_{k\neq g}\frac{|A_k|^2}{\varepsilon_k-\varepsilon_g}\le 0 .$$

**Zeros.** Every term of the sum is nonnegative, so $v\cdot\chi v=0$ exactly when $A_k=0$ for all $k\neq g$. By completeness $V\psi_g=\sum_k A_k\psi_k$, so this happens exactly when $V\psi_g=A_g\psi_g$. In that case the whole response vanishes, because

$$(\chi v)_i=2\sum_{k\neq g}\frac{\mathrm{Re}[\overline{a_i^k}A_k]}{\varepsilon_g-\varepsilon_k}=0 .$$

Conversely, $\chi v=0$ gives $v\cdot\chi v=0$.

**One particle on a lattice.** Here $n_i$ keeps the amplitude on site $i$ and removes the others, so $(V\psi_g)(i)=v_i\psi_g(i)$. The eigenvector condition $v_i\psi_g(i)=c\,\psi_g(i)$ says that $v_i=c$ on every site where $\psi_g(i)\neq0$. If $\psi_g$ vanishes on no site, then $\chi v=\chi w$ holds exactly when $v-w$ is constant.

## Two sites, and an excited state on three

On two sites with $\psi_g=(1,1)/\sqrt2$, excited state $(1,-1)/\sqrt2$ and gap $\Delta$, the amplitudes are $\pm\tfrac12$ and

$$\chi=-\frac{1}{2\Delta}\begin{pmatrix}1&-1\\-1&1\end{pmatrix},\qquad v\cdot\chi v=-\frac{(v_1-v_2)^2}{2\Delta}.$$

Only a constant potential is silent. On a single site there is no excited state, $\chi=0$, and every potential is constant.

The hypothesis that $g$ is the lowest state matters. In the opening chain, with hopping energy $-t$ and $t>0$, the middle state is $(1,0,-1)/\sqrt2$ at energy $0$, and the others are $(1,\pm\sqrt2,1)/2$ at $\mp\sqrt2\,t$. Both have the same amplitudes $a_i$ with the middle state, namely $\tfrac1{2\sqrt2},\,0,\,-\tfrac1{2\sqrt2}$, while their energy denominators are opposite. The two contributions cancel and $\chi=0$, yet a potential on one end site does not have the middle state as an eigenvector.

## The response matrix in Lean

The state space `H` is a complex inner product space. The finite type `κ` labels the basis states and `ι` labels the densities.

```lean
import Mathlib

open Matrix
open scoped InnerProductSpace

namespace LatticeDensityResponse

noncomputable section

variable {H ι κ : Type*} [NormedAddCommGroup H] [InnerProductSpace ℂ H]
  [Fintype κ] [DecidableEq κ]
```

The matrix `chi` is real and is defined by the sum over states above, including the factor 2. Lean's inner product is conjugate-linear in its first argument, as in physics.

```lean
/-- The static density response matrix of the state `ψ g`, as a sum over all other states `ψ k` with
energies `ε k`; its domain is symmetric `n i` and `ε k ≠ ε g` for `k ≠ g`. -/
def chi (ψ : OrthonormalBasis κ ℂ H) (ε : κ → ℝ) (g : κ) (n : ι → H →ₗ[ℂ] H) :
    Matrix ι ι ℝ :=
  Matrix.of fun i j => 2 * ∑ k ∈ Finset.univ.erase g,
    (⟪ψ g, n i (ψ k)⟫_ℂ * ⟪ψ k, n j (ψ g)⟫_ℂ).re / (ε g - ε k)
```

No Hamiltonian appears: `ψ` and `ε` stand for its eigenstates and eigenvalues. The perturbation theory that identifies `chi` with a derivative of the density was carried out above by hand and enters the file only through this definition. Since `H` may be a many-particle space, the general theorems also cover interacting lattice models with a finite basis.

```lean
/-- The perturbation `∑ v i n i`, in which the real potential `v` couples to the densities. -/
def potential [Fintype ι] (n : ι → H →ₗ[ℂ] H) (v : ι → ℝ) : H →ₗ[ℂ] H :=
  ∑ i, (v i : ℂ) • n i
```

The next two lemmas supply the conjugation rule for $a_i^k$ and the expansion $A_k=\sum_i v_i a_i^k$.

```lean
/-- Exchanging the two states in a matrix element of a symmetric operator conjugates it. -/
theorem matrixElement_conj {A : H →ₗ[ℂ] H} (hA : A.IsSymmetric) (x y : H) :
    ⟪x, A y⟫_ℂ = starRingEnd ℂ ⟪y, A x⟫_ℂ := by
  rw [inner_conj_symm]
  exact (hA x y).symm

/-- A matrix element of the perturbation is the sum of the density matrix elements weighted
by the potential. -/
theorem inner_potential [Fintype ι] (n : ι → H →ₗ[ℂ] H) (v : ι → ℝ) (x y : H) :
    ⟪x, potential n v y⟫_ℂ = ∑ i, (v i : ℂ) * ⟪x, n i y⟫_ℂ := by
  simp only [potential, LinearMap.sum_apply, LinearMap.smul_apply, inner_sum, inner_smul_right]
```

## The quadratic form

The formula for $v\cdot\chi v$ is an identity that needs only symmetric densities. It assumes no gap because Lean sets division by zero to zero on both sides; its physical reading requires $\varepsilon_k\neq\varepsilon_g$.

```lean
/-- For symmetric density operators, the quadratic form of the response matrix is minus twice the
sum of the squared transition amplitudes of the perturbation over the excitation energies,
provided no other state has the energy of `ψ g`. -/
theorem quadratic_form [Fintype ι] (ψ : OrthonormalBasis κ ℂ H) (ε : κ → ℝ) (g : κ)
    {n : ι → H →ₗ[ℂ] H} (hn : ∀ i, (n i).IsSymmetric) (v : ι → ℝ) :
    v ⬝ᵥ chi ψ ε g n *ᵥ v = -(2 * ∑ k ∈ Finset.univ.erase g,
      ‖⟪ψ k, potential n v (ψ g)⟫_ℂ‖ ^ 2 / (ε k - ε g)) := by
  -- the squared amplitude, expanded in the densities
  have amp : ∀ k, ‖⟪ψ k, potential n v (ψ g)⟫_ℂ‖ ^ 2 =
      ∑ i, ∑ j, v i * v j * (⟪ψ g, n i (ψ k)⟫_ℂ * ⟪ψ k, n j (ψ g)⟫_ℂ).re := by
    intro k
    have h1 : starRingEnd ℂ ⟪ψ k, potential n v (ψ g)⟫_ℂ =
        ∑ i, (v i : ℂ) * ⟪ψ g, n i (ψ k)⟫_ℂ := by
      rw [inner_potential, map_sum]
      refine Finset.sum_congr rfl fun i _ => ?_
      rw [map_mul, Complex.conj_ofReal, ← matrixElement_conj (hn i)]
    have h2 : ‖⟪ψ k, potential n v (ψ g)⟫_ℂ‖ ^ 2 =
        (starRingEnd ℂ ⟪ψ k, potential n v (ψ g)⟫_ℂ * ⟪ψ k, potential n v (ψ g)⟫_ℂ).re := by
      rw [Complex.conj_mul', ← Complex.ofReal_pow, Complex.ofReal_re]
    rw [h2, h1, inner_potential, Finset.sum_mul_sum, Complex.re_sum]
    refine Finset.sum_congr rfl fun i _ => ?_
    rw [Complex.re_sum]
    refine Finset.sum_congr rfl fun j _ => ?_
    simp only [Complex.mul_re, Complex.mul_im, Complex.ofReal_re, Complex.ofReal_im]
    ring
  simp only [amp, dotProduct, Matrix.mulVec, chi, Matrix.of_apply, Finset.mul_sum,
    Finset.sum_mul, Finset.sum_div, ← Finset.sum_neg_distrib]
  -- bring the sum over excited states to the front
  rw [Finset.sum_comm' (t' := Finset.univ) (s' := fun _ => Finset.univ) (by simp)]
  rw [Finset.sum_comm, Finset.sum_comm (s := Finset.univ.erase g)]
  refine Finset.sum_congr rfl fun i _ => ?_
  rw [Finset.sum_comm (s := Finset.univ.erase g)]
  refine Finset.sum_congr rfl fun j _ => Finset.sum_congr rfl fun k _ => ?_
  rw [← neg_sub (ε k) (ε g), div_neg]
  ring
```

The step `amp` is the expansion of $|A_k|^2$ as a double sum: `h1` conjugates the amplitude, and `h2` writes the squared norm as the real part of $\overline{A_k}A_k$. The rest exchanges the order of the sums and turns $\varepsilon_g-\varepsilon_k$ into $-(\varepsilon_k-\varepsilon_g)$, which produces the minus sign.

## Vanishing amplitudes and eigenvectors

Completeness enters here. In one direction, orthogonality removes every amplitude to another state. In the other, the expansion of $V\psi_g$ in the basis has a single surviving term.

```lean
omit [DecidableEq κ] in
/-- A state of an orthonormal basis is an eigenvector of an operator exactly when the operator
has no transition amplitude from it to any other basis state. -/
theorem eigenvector_iff (ψ : OrthonormalBasis κ ℂ H) (g : κ) (A : H →ₗ[ℂ] H) :
    (∃ c : ℂ, A (ψ g) = c • ψ g) ↔ ∀ k, k ≠ g → ⟪ψ k, A (ψ g)⟫_ℂ = 0 := by
  constructor
  · rintro ⟨c, hc⟩ k hk
    rw [hc, inner_smul_right, ψ.orthonormal.2 hk, mul_zero]
  · intro h
    refine ⟨⟪ψ g, A (ψ g)⟫_ℂ, ?_⟩
    calc A (ψ g) = ∑ k, ⟪ψ k, A (ψ g)⟫_ℂ • ψ k := (ψ.sum_repr' _).symm
      _ = ⟪ψ g, A (ψ g)⟫_ℂ • ψ g :=
        Finset.sum_eq_single g (fun k _ hk => by rw [h k hk, zero_smul]) (by simp)
```

## Symmetry, sign and zeros together

The hypothesis `hε` puts every other state strictly above `ψ g`. It excludes a degenerate ground state but allows degeneracy among the excited states. The hypothesis `hn` says that the densities are symmetric. The conclusion has three parts: `chi` is a symmetric matrix, its quadratic form is never positive, and that form vanishes at `v` exactly when `ψ g` is an eigenvector of the perturbation.

```lean
/-- For symmetric density operators and a nondegenerate ground state, the static response matrix
is symmetric and negative semidefinite, and its quadratic form vanishes at a potential exactly
when the ground state is an eigenvector of the perturbation. -/
theorem chi_symm_negSemidef [Fintype ι] (ψ : OrthonormalBasis κ ℂ H) {ε : κ → ℝ} {g : κ}
    (hε : ∀ k, k ≠ g → ε g < ε k) {n : ι → H →ₗ[ℂ] H} (hn : ∀ i, (n i).IsSymmetric) :
    (chi ψ ε g n).IsSymm ∧ (∀ v, v ⬝ᵥ chi ψ ε g n *ᵥ v ≤ 0) ∧
      ∀ v, v ⬝ᵥ chi ψ ε g n *ᵥ v = 0 ↔ ∃ c : ℂ, potential n v (ψ g) = c • ψ g := by
  have pos : ∀ v : ι → ℝ, ∀ k ∈ Finset.univ.erase g,
      0 ≤ ‖⟪ψ k, potential n v (ψ g)⟫_ℂ‖ ^ 2 / (ε k - ε g) := fun v k hk =>
    div_nonneg (sq_nonneg _) (sub_pos.2 (hε k (Finset.ne_of_mem_erase hk))).le
  refine ⟨?_, fun v => ?_, fun v => ?_⟩
  · ext i j
    simp only [Matrix.transpose_apply, chi, Matrix.of_apply]
    congr 1
    refine Finset.sum_congr rfl fun k _ => ?_
    rw [matrixElement_conj (hn j) (ψ g) (ψ k), matrixElement_conj (hn i) (ψ g) (ψ k)]
    simp only [Complex.mul_re, Complex.conj_re, Complex.conj_im]
    ring
  · rw [quadratic_form ψ ε g hn]
    have := Finset.sum_nonneg (pos v)
    linarith
  · -- a sum of nonnegative terms vanishes only term by term
    rw [quadratic_form ψ ε g hn, eigenvector_iff, neg_eq_zero, mul_eq_zero,
      or_iff_right (two_ne_zero), Finset.sum_eq_zero_iff_of_nonneg (pos v)]
    refine forall_congr' fun k => ?_
    rw [Finset.mem_erase, and_iff_left (Finset.mem_univ k)]
    refine forall_congr' fun hk => ?_
    rw [div_eq_zero_iff, or_iff_left (sub_pos.2 (hε k hk)).ne', sq_eq_zero_iff, norm_eq_zero]
```

The auxiliary statement `pos` records that each term $|A_k|^2/(\varepsilon_k-\varepsilon_g)$ is nonnegative. It gives the sign at once. It also allows `Finset.sum_eq_zero_iff_of_nonneg` to split a vanishing sum into vanishing terms, which is the step that fails for the middle level of the chain.

The second theorem replaces the vanishing quadratic form by a vanishing response, `chi ψ ε g n *ᵥ v = 0`.

```lean
/-- For symmetric density operators and a nondegenerate ground state, a potential causes no
linear density response exactly when the ground state is an eigenvector of the perturbation. -/
theorem no_response_iff [Fintype ι] (ψ : OrthonormalBasis κ ℂ H) {ε : κ → ℝ} {g : κ}
    (hε : ∀ k, k ≠ g → ε g < ε k) {n : ι → H →ₗ[ℂ] H} (hn : ∀ i, (n i).IsSymmetric)
    (v : ι → ℝ) :
    chi ψ ε g n *ᵥ v = 0 ↔ ∃ c : ℂ, potential n v (ψ g) = c • ψ g := by
  constructor
  · intro h
    exact ((chi_symm_negSemidef ψ hε hn).2.2 v).1 (by rw [h, dotProduct_zero])
  · intro h
    have h0 := (eigenvector_iff ψ g _).1 h
    ext i
    -- each excited state enters through its vanishing amplitude
    have key : ∀ k ∈ Finset.univ.erase g,
        ∑ j, (⟪ψ g, n i (ψ k)⟫_ℂ * ⟪ψ k, n j (ψ g)⟫_ℂ).re / (ε g - ε k) * v j = 0 := by
      intro k hk
      have h1 := h0 k (Finset.ne_of_mem_erase hk)
      rw [inner_potential] at h1
      have h2 : ∑ j, (⟪ψ g, n i (ψ k)⟫_ℂ * ((v j : ℂ) * ⟪ψ k, n j (ψ g)⟫_ℂ)).re = 0 := by
        rw [← Complex.re_sum, ← Finset.mul_sum, h1, mul_zero, Complex.zero_re]
      rw [← zero_div (ε g - ε k), ← h2, Finset.sum_div]
      refine Finset.sum_congr rfl fun j _ => ?_
      simp only [Complex.mul_re, Complex.mul_im, Complex.ofReal_re, Complex.ofReal_im]
      ring
    simp only [Matrix.mulVec, dotProduct, chi, Matrix.of_apply, Pi.zero_apply, mul_assoc,
      Finset.sum_mul]
    rw [← Finset.mul_sum, Finset.sum_comm, Finset.sum_eq_zero key, mul_zero]
```

The forward direction contracts $\chi v=0$ with $v$ and uses the previous theorem. For the converse, `key` shows that each excited state contributes zero to $(\chi v)_i$, because its amplitude $A_k$ is zero.

## One particle on lattice sites

Now `ι` labels sites, and the state space is `EuclideanSpace ℂ ι`, with one complex amplitude per site. There is no spin and no second particle.

```lean
variable [Fintype ι] [DecidableEq ι]

/-- The density operator of site `i` for one particle on a lattice: it keeps the amplitude on
site `i` and removes all others. -/
def siteDensity (i : ι) : EuclideanSpace ℂ ι →ₗ[ℂ] EuclideanSpace ℂ ι where
  toFun x := WithLp.toLp 2 fun j => if j = i then x j else 0
  map_add' x y := by ext j; by_cases h : j = i <;> simp [h]
  map_smul' c x := by ext j; by_cases h : j = i <;> simp [h]
```

The silent potentials are those that take equal values on any two occupied sites.

```lean
/-- For one particle on a lattice with a nondegenerate ground state, a potential causes no linear
density response exactly when it is constant on the sites that the ground state occupies. -/
theorem lattice_no_response_iff (ψ : OrthonormalBasis κ ℂ (EuclideanSpace ℂ ι)) {ε : κ → ℝ}
    {g : κ} (hε : ∀ k, k ≠ g → ε g < ε k) (v : ι → ℝ) :
    chi ψ ε g siteDensity *ᵥ v = 0 ↔ ∀ i j, ψ g i ≠ 0 → ψ g j ≠ 0 → v i = v j := by
  have hn : ∀ i : ι, (siteDensity i).IsSymmetric := by
    intro i x y
    rw [PiLp.inner_apply, PiLp.inner_apply]
    refine Finset.sum_congr rfl fun j _ => ?_
    by_cases h : j = i <;> simp [siteDensity, h]
  -- the perturbation multiplies the wavefunction by the potential, site by site
  have hV : ∀ i, potential siteDensity v (ψ g) i = (v i : ℂ) * ψ g i := by
    intro i
    simp [potential, siteDensity, LinearMap.sum_apply, WithLp.ofLp_sum, Finset.sum_apply]
  rw [no_response_iff ψ hε hn]
  constructor
  · rintro ⟨c, hc⟩ i j hi hj
    have site : ∀ l, ψ g l ≠ 0 → (v l : ℂ) = c := fun l hl =>
      mul_right_cancel₀ hl (by rw [← hV l, hc, PiLp.smul_apply, smul_eq_mul])
    exact Complex.ofReal_injective ((site i hi).trans (site j hj).symm)
  · intro h
    by_cases h0 : ∃ l, ψ g l ≠ 0
    · obtain ⟨l, hl⟩ := h0
      refine ⟨v l, ?_⟩
      ext i
      rw [hV, PiLp.smul_apply, smul_eq_mul]
      by_cases hi : ψ g i = 0
      · rw [hi, mul_zero, mul_zero]
      · rw [h i l hi hl]
    · refine ⟨0, ?_⟩
      ext i
      have hi : ψ g i = 0 := not_not.1 fun hi => h0 ⟨i, hi⟩
      rw [hV, PiLp.smul_apply, hi, mul_zero, smul_zero]
```

The proof checks that `siteDensity` is symmetric, and `hV` states that $V$ multiplies the wavefunction by the potential site by site. Cancelling a nonzero $\psi_g(i)$ then gives $v_i=c$. For the converse, the value of $v$ at any occupied site serves as the eigenvalue.

If the ground state vanishes on no site, as `hψ` requires, the response determines the potential up to a constant.

```lean
/-- For one particle on a lattice whose nondegenerate ground state vanishes on no site, two
potentials cause the same linear density response exactly when they differ by a constant. -/
theorem same_response_iff (ψ : OrthonormalBasis κ ℂ (EuclideanSpace ℂ ι)) {ε : κ → ℝ}
    {g : κ} (hε : ∀ k, k ≠ g → ε g < ε k) (hψ : ∀ i, ψ g i ≠ 0) (v w : ι → ℝ) :
    chi ψ ε g siteDensity *ᵥ v = chi ψ ε g siteDensity *ᵥ w ↔
      ∀ i j, v i - w i = v j - w j := by
  rw [← sub_eq_zero, ← Matrix.mulVec_sub, lattice_no_response_iff ψ hε]
  exact ⟨fun h i j => h i j (hψ i) (hψ j), fun h i j _ _ => h i j⟩

end

end LatticeDensityResponse
```

The proof applies the preceding theorem to $v-w$. In density functional terms, this is a first-order uniqueness statement for a single particle on a finite lattice. The Hohenberg–Kohn theorem, by contrast, compares full ground-state densities, for interacting electrons and for potentials that may lie far apart. If the static response matrix of a finite model with a nondegenerate ground state is computed by exact diagonalisation, a positive eigenvalue well above rounding error points to a mistake. In a mean-field calculation it can instead signal that the reference state is unstable.

```lean
#print axioms LatticeDensityResponse.chi_symm_negSemidef
-- 'LatticeDensityResponse.chi_symm_negSemidef' depends on axioms: [propext, Classical.choice, Quot.sound]
#print axioms LatticeDensityResponse.same_response_iff
-- 'LatticeDensityResponse.same_response_iff' depends on axioms: [propext, Classical.choice, Quot.sound]
```
